# A Hückel orbital confined to mutually uncoupled sites of zero site energy is nonbonding exactly when its hopping-weighted amplitudes cancel at every other site

`majority_orbital_iff` concerns a non-interacting Hückel model on two finite sets of sites, `m` and `n`, with real hoppings `B` between them, no hoppings or site energies within `m`, and any real block `D` within `n`, which need not be symmetric. It states that a vector with amplitudes `u` on `m` and zero on `n` is sent to zero by the Hückel matrix exactly when `Bᵀ *ᵥ u = 0`, that is, when the amplitudes weighted by the hoppings sum to zero at each site of `n`. Nothing is assumed about which set is larger, and `u` need not be normalised: if it is nonzero, rescaling it to unit norm changes neither condition, and if it is zero both hold trivially. The attempt first computes the product as the vector that is zero on `m` and `Bᵀ *ᵥ u` on `n`, then reads off both directions from that.

The failing Lean file:

```lean
import Mathlib

open Matrix Module

namespace MajorityOrbitalIff

noncomputable section

variable {m n : Type*}

/-- The Hückel matrix with hoppings `B` between majority sites `m` and minority sites `n`, a block
`D` of site energies and hoppings on the minority sites, and a zero block on the majority sites. -/
def hueckel (B : Matrix m n ℝ) (D : Matrix n n ℝ) : Matrix (m ⊕ n) (m ⊕ n) ℝ :=
  fromBlocks 0 B Bᵀ D

variable [Fintype m] [Fintype n]

/-- An orbital `u` on the majority sites alone is nonbonding exactly when its amplitudes weighted by
the hoppings sum to zero at every minority site, whatever the minority block `D`. -/
theorem majority_orbital_iff (B : Matrix m n ℝ) (D : Matrix n n ℝ) (u : m → ℝ) :
    hueckel B D *ᵥ Sum.elim u 0 = 0 ↔ Bᵀ *ᵥ u = 0 := by
  have h : hueckel B D *ᵥ Sum.elim u 0 = Sum.elim 0 (Bᵀ *ᵥ u) := by
    rw [hueckel, fromBlocks_mulVec, Sum.elim_comp_inl, Sum.elim_comp_inr,
      zero_mulVec, mulVec_zero, mulVec_zero, add_zero, add_zero]
  rw [h]
  constructor
  · intro h0
    funext j
    exact congrFun h0 (Sum.inr j)
  · intro h0
    rw [h0]
    funext i
    cases i <;> rfl

end

end MajorityOrbitalIff
```

Messages:

```
Main.lean:22:50: error: numerals are data in Lean, but the expected type is universe polymorphic and may be a proposition
  ?m.40 → ?m.42 : Sort (imax (?u.53 + 1) ?u.51)
Main.lean:22:65: error: unsolved goals
m : Type u_1
n : Type u_2
inst✝¹ : Fintype m
inst✝ : Fintype n
B : Matrix m n ℝ
D : Matrix n n ℝ
u : m → ℝ
⊢ 0 ⊕ᵥ Bᵀ *ᵥ u = sorry ⊕ᵥ Bᵀ *ᵥ u
```

Diagnosis. The first error points to the `0` in `Sum.elim 0 (Bᵀ *ᵥ u)`, on the right of `h`. Lean elaborates the two sides of the equation separately before matching their types, so the left side gave no help here. When Lean came to this numeral, it knew only that it should be a function `?m.40 → ?m.42`, with both types and their universes still open. Such a type might be a proposition, and a numeral has to be data, so Lean refused it. The earlier `Sum.elim u 0` gives no such trouble, because it is the argument of `hueckel B D *ᵥ`, and the matrix already requires a real vector on `m ⊕ n`.

The second error follows from the first. Lean put `sorry` in place of the rejected numeral and went on. The rewrites did bring the left side to `0 ⊕ᵥ Bᵀ *ᵥ u`, where `⊕ᵥ` is notation for `Sum.elim`, but the right side was now `sorry ⊕ᵥ Bᵀ *ᵥ u`, and the `rfl` that `rw` tries at the end could not close the goal.

The diff writes `(0 : m → ℝ)`, which tells Lean at once that the zero is a real vector on `m`. The numeral is then accepted, the two sides agree after the same rewrites, and `rw` closes the goal.

The repair, with which the file compiles:

```diff
@@ -20,5 +20,5 @@
 theorem majority_orbital_iff (B : Matrix m n ℝ) (D : Matrix n n ℝ) (u : m → ℝ) :
     hueckel B D *ᵥ Sum.elim u 0 = 0 ↔ Bᵀ *ᵥ u = 0 := by
-  have h : hueckel B D *ᵥ Sum.elim u 0 = Sum.elim 0 (Bᵀ *ᵥ u) := by
+  have h : hueckel B D *ᵥ Sum.elim u 0 = Sum.elim (0 : m → ℝ) (Bᵀ *ᵥ u) := by
     rw [hueckel, fromBlocks_mulVec, Sum.elim_comp_inl, Sum.elim_comp_inr,
       zero_mulVec, mulVec_zero, mulVec_zero, add_zero, add_zero]
```
